# Two finite-level scattering functions that agree at enough energies have the same strength at every energy

A model with finitely many real levels `a i` and real strengths `w i` has the scattering function ∑ᵢ wᵢ/(aᵢ − e); levels may coincide, and strengths may have either sign or be zero. The theorem `strengthAt_eq_of_agree` says that if the functions of an n-level and an m-level model agree at n + m or more distinct energies, none of them a level of either model, then at every energy p the strengths of the levels lying at p add up to the same total in both models. For p among the levels, the proof writes the difference of the two functions as a sum of simple poles over the combined set of levels and applies `residues_eq_zero`, by which a pole sum with that many zeros has only zero residues. For any other p, it argues that both totals are sums of zeros.

The first attempt, which Lean rejects:

```lean
import Mathlib

open Finset

namespace StrengthAtEqOfAgree

noncomputable section

variable {ι κ : Type*} [Fintype ι] [Fintype κ]

/-- The scattering function `∑ w i / (a i - e)` of a model with levels `a i` and strengths `w i`,
for energies `e` different from every level. -/
def response (a w : ι → ℝ) (e : ℝ) : ℝ := ∑ i, w i / (a i - e)

/-- The total strength of all levels that lie at the energy `p`. -/
def strengthAt (a w : ι → ℝ) (p : ℝ) : ℝ := ∑ i, if a i = p then w i else 0

/-- If a sum of simple poles on a finite set `S` vanishes at no fewer energies than it has poles,
all of them off the poles, then every residue is zero. -/
theorem residues_eq_zero (S E : Finset ℝ) (c : ℝ → ℝ) (hcard : S.card ≤ E.card)
    (hE : ∀ e ∈ E, e ∉ S) (h : ∀ e ∈ E, ∑ p ∈ S, c p / (p - e) = 0) :
    ∀ p ∈ S, c p = 0 := by
  have hinj : Set.InjOn (id : ℝ → ℝ) (S : Set ℝ) := fun _ _ _ _ hxy => hxy
  have hW : ∀ p ∈ S, Lagrange.nodalWeight S id p ≠ 0 :=
    fun p hp => Lagrange.nodalWeight_ne_zero hinj hp
  -- the numerator polynomial of the pole sum has too many zeros
  have hP : Lagrange.interpolate S id (fun p => c p / Lagrange.nodalWeight S id p) = 0 := by
    refine Polynomial.eq_zero_of_degree_lt_of_eval_finset_eq_zero (s := E) ?_ ?_
    · exact lt_of_lt_of_le (Lagrange.degree_interpolate_lt _ hinj) (by exact_mod_cast hcard)
    · intro e he
      rw [Lagrange.eval_interpolate_not_at_node]
      · have hs : ∑ p ∈ S, Lagrange.nodalWeight S id p * (e - id p)⁻¹ *
            (c p / Lagrange.nodalWeight S id p) = -∑ p ∈ S, c p / (p - e) := by
          rw [← Finset.sum_neg_distrib]
          refine Finset.sum_congr rfl fun p hp => ?_
          have hw := hW p hp
          have hne : e - p ≠ 0 := sub_ne_zero.mpr fun hep => hE e he (hep ▸ hp)
          change _ * (e - p)⁻¹ * _ = _
          rw [← neg_sub e p, div_neg, neg_neg]
          field_simp
        rw [hs, h e he, neg_zero, mul_zero]
      · intro p hp hep
        exact hE e he (by rw [hep]; exact hp)
  intro p hp
  have hev := Lagrange.eval_interpolate_at_node
    (fun p => c p / Lagrange.nodalWeight S id p) hinj hp
  rw [hP, Polynomial.eval_zero] at hev
  exact (div_eq_zero_iff.mp hev.symm).resolve_right (hW p hp)

/-- The scattering function is the pole sum of the total strengths over any finite set of energies
that contains all levels. -/
theorem response_eq_sum_strengthAt (a w : ι → ℝ) (S : Finset ℝ) (hS : ∀ i, a i ∈ S) (e : ℝ) :
    response a w e = ∑ p ∈ S, strengthAt a w p / (p - e) := by
  unfold response strengthAt
  simp_rw [Finset.sum_div]
  rw [Finset.sum_comm]
  refine Finset.sum_congr rfl fun i _ => ?_
  rw [Finset.sum_eq_single (a i)]
  · rw [if_pos rfl]
  · intro p _ hp
    rw [if_neg (Ne.symm hp), zero_div]
  · intro hi
    exact absurd (hS i) hi

/-- If an `n`-level and an `m`-level scattering function agree at `n + m` or more energies away
from all levels, the two models have the same total strength at every energy. -/
theorem strengthAt_eq_of_agree {a w : ι → ℝ} {b v : κ → ℝ} {E : Finset ℝ}
    (hcard : Fintype.card ι + Fintype.card κ ≤ E.card)
    (hE : ∀ e ∈ E, (∀ i, a i ≠ e) ∧ ∀ j, b j ≠ e)
    (h : ∀ e ∈ E, response a w e = response b v e) (p : ℝ) :
    strengthAt a w p = strengthAt b v p := by
  have haS : ∀ i, a i ∈ univ.image a ∪ univ.image b := fun i =>
    mem_union_left _ (mem_image_of_mem a (mem_univ i))
  have hbS : ∀ j, b j ∈ univ.image a ∪ univ.image b := fun j =>
    mem_union_right _ (mem_image_of_mem b (mem_univ j))
  by_cases hp : p ∈ univ.image a ∪ univ.image b
  · refine sub_eq_zero.mp (residues_eq_zero (univ.image a ∪ univ.image b) E
      (fun q => strengthAt a w q - strengthAt b v q) ?_ ?_ ?_ p hp)
    · exact (card_union_le _ _).trans
        ((add_le_add card_image_le card_image_le).trans hcard)
    · intro e he hmem
      rcases mem_union.mp hmem with h1 | h1
      · obtain ⟨i, _, hi⟩ := mem_image.mp h1
        exact (hE e he).1 i hi
      · obtain ⟨j, _, hj⟩ := mem_image.mp h1
        exact (hE e he).2 j hj
    · intro e he
      simp only [sub_div, Finset.sum_sub_distrib]
      rw [← response_eq_sum_strengthAt a w _ haS, ← response_eq_sum_strengthAt b v _ hbS,
        h e he, sub_self]
  · -- away from all levels both strengths vanish
    have h1 : strengthAt a w p = 0 :=
      Finset.sum_eq_zero fun i _ => if_neg fun hi => hp (hi ▸ haS i)
    have h2 : strengthAt b v p = 0 :=
      Finset.sum_eq_zero fun j _ => if_neg fun hj => hp (hj ▸ hbS j)
    rw [h1, h2]

end

end StrengthAtEqOfAgree
```

The error:

```
Main.lean:93:57: error: invalid `▸` notation, argument
  hi
has type
  ?m.299
equality expected
Main.lean:95:57: error: invalid `▸` notation, argument
  hj
has type
  ?m.319
equality expected
```

What went wrong. Both errors are in the last case, where p is not a level of either model. There `if_neg` needs a proof that the condition of an `if` is false, given as a function `fun hi => ...` that takes the condition as a hypothesis. Lean could in principle read the condition, `a i = p`, off the equation that `if_neg` has to prove, but it does not do so in time. In the statement of `if_neg`, the two branches of the `if` and their type are implicit arguments that come after the proof of falsity. Because the conclusion depends on these later arguments, Lean elaborates the function before comparing the conclusion with the expected equation. At `hi ▸ haS i` the type of `hi` was therefore still the unknown `?m.299`. The `▸` notation needs to see an equality in the type of its left argument, and it stopped with "equality expected". The second message has the same cause, with `hj`. That the `if` sits inside the definition of `strengthAt` is not the obstacle: unfolding the definition first would leave the order of elaboration unchanged.

The repair writes the types out, `hi : a i = p` and `hj : b j = p`, so the condition is known before the body of each function is elaborated. Now `▸` can turn `haS i`, which says that `a i` is in the combined set of levels, into the statement that `p` is in it, and `hp` denies that. The second line works the same way with `b j` and `hbS j`.

The change, after which it compiles:

```diff
@@ -91,7 +91,7 @@
   · -- away from all levels both strengths vanish
     have h1 : strengthAt a w p = 0 :=
-      Finset.sum_eq_zero fun i _ => if_neg fun hi => hp (hi ▸ haS i)
+      Finset.sum_eq_zero fun i _ => if_neg fun hi : a i = p => hp (hi ▸ haS i)
     have h2 : strengthAt b v p = 0 :=
-      Finset.sum_eq_zero fun j _ => if_neg fun hj => hp (hj ▸ hbS j)
+      Finset.sum_eq_zero fun j _ => if_neg fun hj : b j = p => hp (hj ▸ hbS j)
     rw [h1, h2]
 
```
